# The Yukawa potential outside a spherical charge is fixed by its sinh-weighted charge

In a PAW calculation, a smooth compensation charge inside each augmentation sphere stands in for the part of the true charge that the smooth density lacks. If that missing part is spherically symmetric, then for the Coulomb interaction a spherically symmetric compensation charge gives the right potential outside the sphere as soon as its total charge is right. Some hybrid functionals replace the Coulomb kernel in the exchange term by the Yukawa kernel $e^{-kd}/d$, where $d$ is the distance between two points and $1/k$ is the screening length. Is the total charge still the quantity to match?

## The shell formula and its consequences

Spread a unit charge uniformly over a sphere of radius $s$, and take a field point at distance $r>s>0$ from the centre. If $t$ is the cosine of the angle between the field point and a source point, their separation is

$$d(t)=\sqrt{r^2+s^2-2rst}.$$

The uniform average over the sphere is half the integral over $t$, and for $k>0$ it equals

$$v(r,s)=\frac12\int_{-1}^{1}\frac{e^{-kd(t)}}{d(t)}\,dt=\frac{e^{-kr}}{r}\,\frac{\sinh(ks)}{ks}.$$

To derive this, write $d^2=(r-s)^2+2rs(1-t)$, which is positive for $t\le 1$. Differentiating $d^2$ gives $2d\,d'=-2rs$, so $d'=-rs/d$ and

$$\frac{d}{dt}\,\frac{e^{-kd}}{krs}=\frac{-k\,d'\,e^{-kd}}{krs}=\frac{e^{-kd}}{d}.$$

The endpoints are $d(1)=r-s$ and $d(-1)=r+s$. Hence

$$v(r,s)=\frac{e^{-k(r-s)}-e^{-k(r+s)}}{2krs}=\frac{e^{-kr}}{r}\,\frac{e^{ks}-e^{-ks}}{2ks},$$

which is the stated formula.

Now let a continuous radial density $\rho(s)$ fill a ball of radius $R$. The shell between $s$ and $s+ds$ carries the charge $4\pi s^2\rho(s)\,ds$, so for $r>R$ the potential is

$$V(r)=\frac{e^{-kr}}{r}\,Q_k,\qquad Q_k=\int_0^R 4\pi s^2\rho(s)\,\frac{\sinh(ks)}{ks}\,ds.$$

The prefactor is never zero. Two densities in the same ball therefore have the same exterior potential exactly when their values of $Q_k$ agree.

The weight $\sinh(x)/x$ is strictly increasing for $x>0$. Indeed, $\sinh$ is strictly convex on $[0,\infty)$ and vanishes at $0$, so for $0<a<b$ its graph at $a$ lies below the chord from the origin to $b$: $\sinh a<(a/b)\sinh b$. Dividing by $a$ gives the claim.

Finally, put charges $q_1\neq0$ and $q_2=-q_1$ on concentric spheres of radii $a<b<r$. Their potential is $q_1\,[v(r,a)-v(r,b)]$. The bracket is negative, so the potential is nonzero everywhere outside, although the total charge is zero.

## Separation, potentials and weighted charge in Lean

```lean
import Mathlib

open MeasureTheory

namespace YukawaSphere

noncomputable section
```

The separation is a function of three real numbers, with the cosine as the last argument.

```lean
/-- Distance between a field point at radius `r` and a source point at radius `s`,
where `t` is the cosine of the angle between them. -/
def separation (r s t : ℝ) : ℝ := Real.sqrt (r ^ 2 + s ^ 2 - 2 * r * s * t)
```

The shell potential is the angular average itself, so the sinh formula remains to be proved. The kernel carries no prefactor, as in Gaussian or atomic units.

```lean
/-- Yukawa potential, with screening constant `k`, at radius `r` of a unit charge spread
uniformly over a sphere of radius `s`, for `r` and `s` positive and different. -/
def shellPotential (k r s : ℝ) : ℝ :=
  (1 / 2) * ∫ t in (-1 : ℝ)..1, Real.exp (-k * separation r s t) / separation r s t
```

The ball potential is defined as a sum over shells; its equality with a three-dimensional volume integral is taken as the model. The type `C(ℝ, ℝ)` holds continuous real functions, of either sign. Only the values on $[0,R]$ enter, so the charge may end abruptly at the surface.

```lean
/-- Yukawa potential at radius `r > R` of the continuous radial charge density `ρ`
filling a ball of radius `R`, summed over its shells. -/
def ballPotential (k R : ℝ) (ρ : C(ℝ, ℝ)) (r : ℝ) : ℝ :=
  ∫ s in (0 : ℝ)..R, 4 * Real.pi * s ^ 2 * ρ s * shellPotential k r s
```

The weighted charge $Q_k$ is `yukawaCharge`.

```lean
/-- The sinh-weighted charge of a radial density in a ball of radius `R`, for `k ≠ 0`;
the integrand is zero at the centre `s = 0`. -/
def yukawaCharge (k R : ℝ) (ρ : C(ℝ, ℝ)) : ℝ :=
  ∫ s in (0 : ℝ)..R, 4 * Real.pi * s ^ 2 * ρ s * (Real.sinh (k * s) / (k * s))
```

These definitions cover spherically symmetric charges only; higher multipoles are not treated.

## Integrating the kernel over a sphere

The first lemma is the positivity of $d$, from the same splitting of $d^2$ as above.

```lean
/-- A field point outside a sphere is at a positive distance from every point of the sphere. -/
theorem separation_pos {r s t : ℝ} (hs : 0 < s) (hsr : s < r) (ht : t ≤ 1) :
    0 < separation r s t := by
  have h1 : 0 < (r - s) ^ 2 := pow_pos (sub_pos.2 hsr) 2
  have h2 : 0 ≤ r * s * (1 - t) :=
    mul_nonneg (mul_pos (hs.trans hsr) hs).le (sub_nonneg.2 ht)
  exact Real.sqrt_pos.2 (by nlinarith)
```

The next lemma is the antiderivative. In its proof, `h0` differentiates the squared separation, `h1` gives $d'=-rs/d$, and the chain rule for the exponential does the rest.

```lean
/-- For `k > 0`, `0 < s < r` and `t ≤ 1`, the Yukawa kernel is the derivative of
`exp (-k d) / (k r s)` with respect to the cosine `t`, where `d` is the separation. -/
theorem hasDerivAt_kernel {k r s t : ℝ} (hk : 0 < k) (hs : 0 < s) (hsr : s < r)
    (ht : t ≤ 1) :
    HasDerivAt (fun u => Real.exp (-k * separation r s u) / (k * r * s))
      (Real.exp (-k * separation r s t) / separation r s t) t := by
  have hd := separation_pos hs hsr ht
  have hdne : separation r s t ≠ 0 := hd.ne'
  have hr : r ≠ 0 := (hs.trans hsr).ne'
  have hpos : 0 < r ^ 2 + s ^ 2 - 2 * r * s * t := Real.sqrt_pos.1 hd
  have h0 : HasDerivAt (fun u => r ^ 2 + s ^ 2 - 2 * r * s * u) (-(2 * r * s)) t :=
    (((hasDerivAt_id' t).const_mul (2 * r * s)).const_sub (r ^ 2 + s ^ 2)).congr_deriv
      (by ring)
  -- the separation changes at the rate `-r s / d`
  have h1 : HasDerivAt (separation r s) (-(r * s) / separation r s t) t := by
    refine (h0.sqrt hpos.ne').congr_deriv ?_
    change -(2 * r * s) / (2 * separation r s t) = _
    rw [show -(2 * r * s) = 2 * (-(r * s)) by ring, mul_div_mul_left _ _ two_ne_zero]
  refine ((h1.const_mul (-k)).exp.div_const (k * r * s)).congr_deriv ?_
  field_simp
```

The shell formula follows from the fundamental theorem of calculus, which also requires the kernel to be integrable. This is `hi`: the kernel is continuous because $d$ is continuous and nonzero on $[-1,1]$. The facts `hnear` and `hfar` are the endpoint separations, and `Real.exp_add` splits off the common factor $e^{-kr}$.

```lean
/-- For `k > 0` and `0 < s < r`, the Yukawa potential outside a uniformly charged sphere is
that of a point charge at its centre, multiplied by `sinh (k s) / (k s)`. -/
theorem shellPotential_eq {k r s : ℝ} (hk : 0 < k) (hs : 0 < s) (hsr : s < r) :
    shellPotential k r s = Real.exp (-k * r) / r * (Real.sinh (k * s) / (k * s)) := by
  have hle : (-1 : ℝ) ≤ 1 := by norm_num
  have hc : Continuous (separation r s) := by
    change Continuous fun t => Real.sqrt (r ^ 2 + s ^ 2 - 2 * r * s * t)
    fun_prop
  have hi : IntervalIntegrable
      (fun t => Real.exp (-k * separation r s t) / separation r s t) volume (-1) 1 := by
    apply ContinuousOn.intervalIntegrable
    rw [Set.uIcc_of_le hle]
    exact (Real.continuous_exp.comp (continuous_const.mul hc)).continuousOn.div
      hc.continuousOn (fun t ht => (separation_pos hs hsr ht.2).ne')
  -- the nearest and the farthest point of the sphere
  have hnear : separation r s 1 = r - s := by
    unfold separation
    rw [show r ^ 2 + s ^ 2 - 2 * r * s * 1 = (r - s) ^ 2 by ring]
    exact Real.sqrt_sq (by linarith)
  have hfar : separation r s (-1) = r + s := by
    unfold separation
    rw [show r ^ 2 + s ^ 2 - 2 * r * s * (-1) = (r + s) ^ 2 by ring]
    exact Real.sqrt_sq (by linarith)
  unfold shellPotential
  rw [intervalIntegral.integral_eq_sub_of_hasDerivAt (fun t ht => by
      rw [Set.uIcc_of_le hle] at ht
      exact hasDerivAt_kernel hk hs hsr ht.2) hi, hnear, hfar, Real.sinh_eq,
    show -k * (r - s) = -k * r + k * s by ring,
    show -k * (r + s) = -k * r + -(k * s) by ring, Real.exp_add, Real.exp_add]
  ring
```

## Equal exterior potentials mean equal weighted charges

For the ball, the constant prefactor moves inside the integral and the integrands are compared point by point. At $s=0$ both vanish because of the factor $s^2$; for $s>0$ the shell formula applies.

```lean
/-- For `k > 0`, the Yukawa potential outside a ball with a continuous radial density is
`exp (-k r) / r` times the sinh-weighted charge of the ball. -/
theorem ballPotential_eq {k R r : ℝ} (hk : 0 < k) (hR : 0 ≤ R) (hr : R < r)
    (ρ : C(ℝ, ℝ)) :
    ballPotential k R ρ r = Real.exp (-k * r) / r * yukawaCharge k R ρ := by
  unfold ballPotential yukawaCharge
  rw [← intervalIntegral.integral_const_mul]
  apply intervalIntegral.integral_congr
  intro s hs
  rw [Set.uIcc_of_le hR] at hs
  rcases hs.1.eq_or_lt with h | h
  · subst h
    simp
  · change 4 * Real.pi * s ^ 2 * ρ s * shellPotential k r s =
      Real.exp (-k * r) / r * (4 * Real.pi * s ^ 2 * ρ s * (Real.sinh (k * s) / (k * s)))
    rw [shellPotential_eq hk h (hs.2.trans_lt hr)]
    ring
```

In the equivalence, one direction needs agreement at a single exterior radius only. The proof uses $R+1$ and cancels the nonzero prefactor. The other direction substitutes the equal charges.

```lean
/-- For `k > 0`, two continuous radial densities in the same ball have the same Yukawa
potential everywhere outside it if and only if their sinh-weighted charges are equal. -/
theorem same_exterior_potential_iff {k R : ℝ} (hk : 0 < k) (hR : 0 ≤ R)
    (ρ₁ ρ₂ : C(ℝ, ℝ)) :
    (∀ r, R < r → ballPotential k R ρ₁ r = ballPotential k R ρ₂ r) ↔
      yukawaCharge k R ρ₁ = yukawaCharge k R ρ₂ := by
  constructor
  · intro h
    have h1 := h (R + 1) (by linarith)
    rw [ballPotential_eq hk hR (by linarith), ballPotential_eq hk hR (by linarith)] at h1
    have hne : Real.exp (-k * (R + 1)) / (R + 1) ≠ 0 := by positivity
    exact mul_left_cancel₀ hne h1
  · intro h r hr
    rw [ballPotential_eq hk hR hr, ballPotential_eq hk hR hr, h]
```

## Neutral shells with a nonzero exterior potential

Strict convexity comes from the second derivative of $\sinh$, which is $\sinh$ itself and positive for $x>0$. The fact `h` is the chord inequality, with weights $1-a/b$ at the origin and $a/b$ at $b$.

```lean
/-- The weight `sinh x / x` is strictly increasing for positive `x`. -/
theorem sinh_div_lt {a b : ℝ} (ha : 0 < a) (hab : a < b) :
    Real.sinh a / a < Real.sinh b / b := by
  have hb : 0 < b := ha.trans hab
  have hconv : StrictConvexOn ℝ (Set.Ici (0 : ℝ)) Real.sinh := by
    apply strictConvexOn_of_deriv2_pos (convex_Ici 0) Real.continuous_sinh.continuousOn
    intro x hx
    rw [interior_Ici] at hx
    change 0 < deriv (deriv Real.sinh) x
    rw [Real.deriv_sinh, Real.deriv_cosh]
    exact Real.sinh_pos_iff.2 hx
  -- compare with the chord from the origin to `b`
  have h := hconv.2 (Set.mem_Ici.2 (le_refl (0 : ℝ))) (Set.mem_Ici.2 hb.le) hb.ne
    (sub_pos.2 ((div_lt_one hb).2 hab)) (div_pos ha hb) (by ring)
  have e : a / b * b = a := by field_simp
  simp only [smul_eq_mul, mul_zero, zero_add, Real.sinh_zero, e] at h
  rw [div_lt_iff₀ ha]
  calc Real.sinh a < a / b * Real.sinh b := h
    _ = Real.sinh b / b * a := by ring
```

The last theorem concerns two infinitely thin shells, which are surface charges and not members of `C(ℝ, ℝ)`. Neutrality is the hypothesis `hneutral`. The proof orders the two shell potentials in `hlt`, factors out $q_1$ in `hsplit`, and concludes that a product of nonzero numbers is nonzero.

```lean
/-- For `k > 0`, two concentric spheres of different radii with opposite nonzero charges
have a nonzero Yukawa potential at every point outside both, although their total charge
is zero. -/
theorem neutral_shells_potential_ne_zero {k r a b q₁ q₂ : ℝ} (hk : 0 < k) (ha : 0 < a)
    (hab : a < b) (hbr : b < r) (hneutral : q₁ + q₂ = 0) (hq : q₁ ≠ 0) :
    q₁ * shellPotential k r a + q₂ * shellPotential k r b ≠ 0 := by
  have hb : 0 < b := ha.trans hab
  have hr : 0 < r := hb.trans hbr
  -- the larger sphere has the larger exterior potential
  have hlt : shellPotential k r a < shellPotential k r b := by
    rw [shellPotential_eq hk ha (hab.trans hbr), shellPotential_eq hk hb hbr]
    exact mul_lt_mul_of_pos_left
      (sinh_div_lt (mul_pos hk ha) (mul_lt_mul_of_pos_left hab hk))
      (div_pos (Real.exp_pos _) hr)
  have hsplit : q₁ * shellPotential k r a + q₂ * shellPotential k r b =
      q₁ * (shellPotential k r a - shellPotential k r b) := by
    linear_combination shellPotential k r b * hneutral
  rw [hsplit]
  exact mul_ne_zero hq (sub_ne_zero.2 hlt.ne)

end

end YukawaSphere
```

```lean
#print axioms YukawaSphere.shellPotential_eq
#print axioms YukawaSphere.same_exterior_potential_iff
#print axioms YukawaSphere.neutral_shells_potential_ne_zero
```

```
'YukawaSphere.shellPotential_eq' depends on axioms: [propext, Classical.choice, Quot.sound]
'YukawaSphere.same_exterior_potential_iff' depends on axioms: [propext, Classical.choice, Quot.sound]
'YukawaSphere.neutral_shells_potential_ne_zero' depends on axioms: [propext, Classical.choice, Quot.sound]
```

## Scaling a compensation charge for screened exchange

In screened exchange, the role of the charge is played by a product of two orbitals. For real orbitals, take the spherically symmetric part of what the smooth product lacks inside a sphere, call it $\rho$, and let $g$ be the chosen radial shape of the compensation charge. A Coulomb code scales $g$ by the ratio of the two ordinary radial integrals. For the Yukawa kernel the factor is

$$c=\frac{Q_k[\rho]}{Q_k[g]},\qquad Q_k[g]\neq0,$$

and $c\,g$ then reproduces the potential of $\rho$ outside the sphere. On a radial grid the change is one extra factor $\sinh(ks)/(ks)$ in each integrand, set to its limit $1$ at a grid point $s=0$. A compensation charge scaled by the ordinary integrals generally leaves an error proportional to $e^{-kr}/r$ outside the sphere.
